# The position of a linearly driven quantum harmonic oscillator has no nonlinear response

Take a position $x$ and a momentum $p$ with $[x,p]=i$, in units where $\hbar=1$. One commutator gives a number, and a number commutes with everything, so $[x,[x,p]]=[x,i]=0$. The same two steps work for oscillator positions at arbitrary times. With mass $m>0$ and frequency $w>0$, let

$$X(t)=x\cos(wt)+\frac{p\,\sin(wt)}{mw}.$$

Then

$$[X(t),X(s)]=\frac{i\sin(w(s-t))}{mw},$$

and every nested commutator of three or more positions is zero.

## A zero reference for nonlinear response codes

Nonlinear response functions can be computed from nested commutators, or from differences of propagated trajectories that stand for them. For a single harmonic mode with a force coupled linearly to its position, the second- and higher-order position signals must vanish in every normalised state, thermal or not. A nonzero result in this model points to an error in the calculation; possible sources are a wrong sign between commutator terms, rounding in a difference of trajectories and a truncated basis. A zero result proves less: in a thermal state the second-order signal vanishes by the symmetry $x\to-x$, $p\to-p$ alone, so a wrong sign or a truncated basis can go unseen there.

The truncation matters because $N\times N$ matrices with $N\ge 1$ can't satisfy $[x,p]=i$: the trace of the left side is $0$ and that of the right side is $iN$. A finite oscillator basis can therefore produce a spurious nonlinear signal once its highest levels contribute.

## From one commutator to all orders

For complex numbers $a,b,c,d$, bilinearity and $[x,x]=[p,p]=0$ give

$$[ax+bp,\;cx+dp]=ad\,[x,p]+bc\,[p,x]=(ad-bc)\,i.$$

Insert $a=\cos(wt)$, $b=\sin(wt)/(mw)$, $c=\cos(ws)$, $d=\sin(ws)/(mw)$:

$$[X(t),X(s)]=\frac{i}{mw}\bigl(\cos(wt)\sin(ws)-\sin(wt)\cos(ws)\bigr)=\frac{i\sin(w(s-t))}{mw}.$$

This is a number, so $[X(s),[X(r),X(t)]]=0$. Each further commutator acts on zero and gives zero.

That $X(t)$ is the oscillator's motion follows from $H=p^2/(2m)+mw^2x^2/2$. Since $[p^2,x]=-2ip$ and $[x^2,p]=2ix$, we have $i[H,x]=p/m$ and $i[H,p]=-mw^2x$. Hence

$$i[H,X(t)]=\frac{p}{m}\cos(wt)-w\,x\sin(wt)=\frac{dX(t)}{dt}.$$

For a force $F(t)$ that enters the Hamiltonian as $-F(t)x$, the order-$n$ response kernel of an observable $B$ is $(-i)^n$ times the expectation value of $[X(t_1),[\dots,[X(t_n),B]]]$, with the earliest time $t_1$ outermost. The kernel is integrated against $F(t_1)\cdots F(t_n)$ over ordered times $t_1\le\dots\le t_n\le t$, where $t$ is the time at which $B$ is observed; the operators and the state are those of the motion without the force. For $B=X(t)$ and a force acting at a time $s\le t$, the first-order kernel is

$$-i\cdot\frac{i\sin(w(t-s))}{mw}=\frac{\sin(w(t-s))}{mw},$$

and all higher ones vanish.

The observable matters. For $B=X(t)^2$, the product rule gives

$$[X(s),X(t)^2]=\frac{2i\sin(w(t-s))}{mw}\,X(t).$$

A commutator with $X(r)$ and the factor $(-i)^2$ then give, for ordered times $r\le s\le t$, the second-order kernel

$$\frac{2\sin(w(t-s))\sin(w(t-r))}{(mw)^2},$$

which is not identically zero.

## The Lean file

```lean
import Mathlib

open Complex

namespace OscillatorNonlinearResponse

noncomputable section

variable {A : Type*} [Ring A] [Algebra ℂ A]

/-- The commutator `[a, b] = a b - b a`. -/
def comm (a b : A) : A := a * b - b * a

/-- The oscillator position `X(t) = x cos(w t) + p sin(w t) / (m w)`. -/
def position (x p : A) (m w t : ℝ) : A :=
  ((Real.cos (w * t) : ℝ) : ℂ) • x + ((Real.sin (w * t) / (m * w) : ℝ) : ℂ) • p

/-- The oscillator Hamiltonian `H = p² / (2 m) + m w² x² / 2`. -/
def hamiltonian (x p : A) (m w : ℝ) : A :=
  (2 * (m : ℂ))⁻¹ • (p * p) + ((m : ℂ) * (w : ℂ) ^ 2 / 2) • (x * x)

/-- The nested commutator `[X(t₁), [X(t₂), … [X(tₙ), B]]]` for the list of times `t₁, …, tₙ`. -/
def nestedComm (X : ℝ → A) (B : A) : List ℝ → A
  | [] => B
  | s :: l => comm (X s) (nestedComm X B l)

/-- The Kubo response kernel of the observable `B` in the state `φ`, for a force coupled to `X`
that acts at the listed times, earliest first. -/
def responseKernel (φ : A →ₗ[ℂ] ℂ) (X : ℝ → A) (B : A) (l : List ℝ) : ℂ :=
  (-I) ^ l.length * φ (nestedComm X B l)

/-- Multiplication by the variable and `-i d/dX`, acting on complex polynomials, satisfy
`[x, p] = i`. -/
theorem canonical_pair_witness :
    comm (LinearMap.mulLeft ℂ (Polynomial.X : Polynomial ℂ) : Module.End ℂ (Polynomial ℂ))
      ((-I) • (Polynomial.derivative : Module.End ℂ (Polynomial ℂ))) = I • 1 := by
  apply LinearMap.ext
  intro f
  simp only [comm, LinearMap.sub_apply, Module.End.mul_apply, LinearMap.smul_apply,
    LinearMap.mulLeft_apply, Polynomial.derivative_mul, Polynomial.derivative_X,
    Module.End.one_apply, mul_smul_comm, one_mul]
  module

/-- The commutator of two linear combinations of `x` and `p` is a multiple of the identity. -/
theorem comm_linear {x p : A} (h : comm x p = I • 1) (a b c d : ℂ) :
    comm (a • x + b • p) (c • x + d • p) = ((a * d - b * c) * I) • (1 : A) := by
  have h1 : comm (a • x + b • p) (c • x + d • p) = (a * d - b * c) • comm x p := by
    simp only [comm, add_mul, mul_add, smul_mul_assoc, mul_smul_comm]
    module
  rw [h1, h, smul_smul]

/-- Positions at two times have the commutator `[X(t), X(s)] = i sin(w (s - t)) / (m w)`. -/
theorem comm_position {x p : A} (h : comm x p = I • 1) (m w t s : ℝ) :
    comm (position x p m w t) (position x p m w s)
      = (((Real.sin (w * (s - t)) / (m * w) : ℝ) : ℂ) * I) • (1 : A) := by
  have h1 : Real.sin (w * (s - t)) / (m * w)
      = Real.cos (w * t) * (Real.sin (w * s) / (m * w))
        - Real.sin (w * t) / (m * w) * Real.cos (w * s) := by
    rw [mul_sub, Real.sin_sub]
    ring
  unfold position
  rw [comm_linear h, h1, Complex.ofReal_sub, Complex.ofReal_mul, Complex.ofReal_mul]

/-- For every linear functional `φ`, the value `φ(X(t))` obeys the Heisenberg equation
`d φ(X(t)) / dt = φ(i [H, X(t)])` of the harmonic oscillator. -/
theorem heisenberg_equation {x p : A} (h : comm x p = I • 1) {m w : ℝ} (hm : 0 < m) (hw : 0 < w)
    (φ : A →ₗ[ℂ] ℂ) (t : ℝ) :
    HasDerivAt (fun u : ℝ => φ (position x p m w u))
      (φ (I • comm (hamiltonian x p m w) (position x p m w t))) t := by
  have hm' : (m : ℂ) ≠ 0 := by exact_mod_cast hm.ne'
  have hw' : (w : ℂ) ≠ 0 := by exact_mod_cast hw.ne'
  have h0 : x * p - p * x = I • (1 : A) := h
  -- the equations of motion i[H,x] = p/m and i[H,p] = -m w² x
  have hx : I • comm (hamiltonian x p m w) x = (m : ℂ)⁻¹ • p := by
    have h1 : p * p * x - x * (p * p) = (-(2 * I)) • p := by
      have h2 : p * p * x - x * (p * p)
          = -(p * (x * p - p * x) + (x * p - p * x) * p) := by noncomm_ring
      rw [h2, h0, mul_smul_comm, smul_mul_assoc, mul_one, one_mul]
      module
    have h3 : comm (hamiltonian x p m w) x
        = (2 * (m : ℂ))⁻¹ • (p * p * x - x * (p * p)) := by
      simp only [comm, hamiltonian, add_mul, mul_add, smul_mul_assoc, mul_smul_comm, mul_assoc]
      module
    rw [h3, h1, smul_smul, smul_smul]
    congr 1
    linear_combination (-(m : ℂ)⁻¹) * I_mul_I
  have hp : I • comm (hamiltonian x p m w) p = (-((m : ℂ) * (w : ℂ) ^ 2)) • x := by
    have h1 : x * x * p - p * (x * x) = (2 * I) • x := by
      have h2 : x * x * p - p * (x * x)
          = x * (x * p - p * x) + (x * p - p * x) * x := by noncomm_ring
      rw [h2, h0, mul_smul_comm, smul_mul_assoc, mul_one, one_mul]
      module
    have h3 : comm (hamiltonian x p m w) p
        = ((m : ℂ) * (w : ℂ) ^ 2 / 2) • (x * x * p - p * (x * x)) := by
      simp only [comm, hamiltonian, add_mul, mul_add, smul_mul_assoc, mul_smul_comm, mul_assoc]
      module
    rw [h3, h1, smul_smul, smul_smul]
    congr 1
    linear_combination ((m : ℂ) * (w : ℂ) ^ 2) * I_mul_I
  have hlin : ∀ (K : A) (a b : ℂ),
      I • comm K (a • x + b • p) = a • (I • comm K x) + b • (I • comm K p) := by
    intro K a b
    simp only [comm, add_mul, mul_add, smul_mul_assoc, mul_smul_comm]
    module
  -- differentiate the two coefficients
  have hl : HasDerivAt (fun u : ℝ => w * u) w t := by
    simpa using (hasDerivAt_id t).const_mul w
  have hc := hl.cos.ofReal_comp.mul_const (φ x)
  have hs := (hl.sin.div_const (m * w)).ofReal_comp.mul_const (φ p)
  have hf : (fun u : ℝ => φ (position x p m w u)) = fun u : ℝ =>
      ((Real.cos (w * u) : ℝ) : ℂ) * φ x
        + ((Real.sin (w * u) / (m * w) : ℝ) : ℂ) * φ p := by
    funext u
    simp only [position, map_add, map_smul, smul_eq_mul]
  rw [hf]
  refine (hc.fun_add hs).congr_deriv ?_
  rw [position, hlin, hx, hp]
  simp only [map_add, map_smul, smul_eq_mul]
  push_cast
  field_simp
  ring

/-- Every nested commutator of three or more oscillator positions, at arbitrary times,
vanishes. -/
theorem nestedComm_position_eq_zero {x p : A} (h : comm x p = I • 1) (m w t : ℝ)
    (l : List ℝ) (hl : 2 ≤ l.length) :
    nestedComm (position x p m w) (position x p m w t) l = 0 := by
  induction l with
  | nil => simp at hl
  | cons s l ih =>
    rcases l with _ | ⟨r, _ | ⟨q, l⟩⟩
    · simp at hl
    · -- the inner commutator is a number, which commutes with X(s)
      change comm (position x p m w s)
        (comm (position x p m w r) (position x p m w t)) = 0
      rw [comm_position h]
      simp [comm]
    · have h1 := ih (by simp)
      change comm (position x p m w s)
        (nestedComm (position x p m w) (position x p m w t) (r :: q :: l)) = 0
      rw [h1]
      simp [comm]

/-- In every normalised state the linear response kernel `χ` of the position satisfies
`m w χ = sin(w (t - s))`, and all response kernels of second and higher order are zero. -/
theorem position_response {x p : A} (h : comm x p = I • 1) {m w : ℝ} (hm : 0 < m) (hw : 0 < w)
    (φ : A →ₗ[ℂ] ℂ) (hφ : φ 1 = 1) (t : ℝ) :
    (∀ s : ℝ, (m * w : ℂ) * responseKernel φ (position x p m w) (position x p m w t) [s]
      = (Real.sin (w * (t - s)) : ℝ)) ∧
    ∀ l : List ℝ, 2 ≤ l.length →
      responseKernel φ (position x p m w) (position x p m w t) l = 0 := by
  constructor
  · intro s
    have hs : (m * w : ℂ) * ((Real.sin (w * (t - s)) / (m * w) : ℝ) : ℂ)
        = (Real.sin (w * (t - s)) : ℝ) := by
      rw [← Complex.ofReal_mul, ← Complex.ofReal_mul, mul_div_cancel₀ _ (mul_pos hm hw).ne']
    simp only [responseKernel, nestedComm, List.length_cons, List.length_nil]
    rw [comm_position h, map_smul, hφ, smul_eq_mul]
    linear_combination hs
      - ((m * w : ℂ) * ((Real.sin (w * (t - s)) / (m * w) : ℝ) : ℂ)) * I_mul_I
  · intro l hl
    rw [responseKernel, nestedComm_position_eq_zero h m w t l hl, map_zero, mul_zero]

/-- The squared position `X(t)²` of the same oscillator has a second-order response kernel `χ`
with `(m w)² χ = 2 sin(w (t - s)) sin(w (t - r))` in every normalised state. -/
theorem squared_position_response {x p : A} (h : comm x p = I • 1) {m w : ℝ}
    (hm : 0 < m) (hw : 0 < w) (φ : A →ₗ[ℂ] ℂ) (hφ : φ 1 = 1) (t s r : ℝ) :
    (m * w : ℂ) ^ 2 * responseKernel φ (position x p m w)
        (position x p m w t * position x p m w t) [r, s]
      = 2 * (Real.sin (w * (t - s)) : ℝ) * (Real.sin (w * (t - r)) : ℝ) := by
  have hz : ∀ z : ℝ, (m * w : ℂ) * ((z / (m * w) : ℝ) : ℂ) = (z : ℂ) := by
    intro z
    rw [← Complex.ofReal_mul, ← Complex.ofReal_mul, mul_div_cancel₀ _ (mul_pos hm hw).ne']
  -- the first commutator lowers X(t)² to a multiple of X(t)
  have hsq : ∀ (a b : A) (c : ℂ), comm a b = c • 1 → comm a (b * b) = (2 * c) • b := by
    intro a b c hc
    have h1 : comm a (b * b) = comm a b * b + b * comm a b := by
      simp only [comm]
      noncomm_ring
    rw [h1, hc, smul_mul_assoc, mul_smul_comm, one_mul, mul_one]
    module
  have hsm : ∀ (a b : A) (c : ℂ), comm a (c • b) = c • comm a b := by
    intro a b c
    simp only [comm, mul_smul_comm, smul_mul_assoc, smul_sub]
  simp only [responseKernel, nestedComm, List.length_cons, List.length_nil]
  rw [hsq _ _ _ (comm_position h m w s t), hsm, comm_position h m w r t,
    map_smul, map_smul, hφ, smul_eq_mul, smul_eq_mul]
  have hs := hz (Real.sin (w * (t - s)))
  have hr := hz (Real.sin (w * (t - r)))
  generalize ((Real.sin (w * (t - s)) / (m * w) : ℝ) : ℂ) = S at *
  generalize ((Real.sin (w * (t - r)) / (m * w) : ℝ) : ℂ) = T at *
  linear_combination (2 * (m * w : ℂ) ^ 2 * S * T) * I_pow_four
    + (2 * (m * w : ℂ) * T) * hs + (2 * ((Real.sin (w * (t - s)) : ℝ) : ℂ)) * hr

end

end OscillatorNonlinearResponse
```

```lean
#print axioms OscillatorNonlinearResponse.heisenberg_equation
-- 'OscillatorNonlinearResponse.heisenberg_equation' depends on axioms: [propext, Classical.choice, Quot.sound]
#print axioms OscillatorNonlinearResponse.position_response
-- 'OscillatorNonlinearResponse.position_response' depends on axioms: [propext, Classical.choice, Quot.sound]
#print axioms OscillatorNonlinearResponse.squared_position_response
-- 'OscillatorNonlinearResponse.squared_position_response' depends on axioms: [propext, Classical.choice, Quot.sound]
```

## What the theorems cover

The type `A` is an arbitrary complex algebra, and the hypothesis `comm x p = I • 1` is the canonical commutation relation. It is assumed of $x$ and $p$, and `canonical_pair_witness` exhibits a pair that satisfies it: multiplication by the variable and $-i\,d/dX$ on complex polynomials. No Hilbert space or self-adjointness appears, so for unbounded operators the user must supply a common domain on which all the products make sense.

A state is a linear functional `φ` with `φ 1 = 1`. Positivity isn't required, so the results include physical expectation values and more. `heisenberg_equation` states the equation of motion for `φ (position x p m w t)` with any linear `φ`, which avoids choosing a topology on `A`.

In `responseKernel`, the list contains the interaction times, earliest first. The definition takes the Kubo formula as given: the perturbation series, the time ordering and the integrals over the force are not derived. `position_response` states the linear result as $mw\chi=\sin(w(t-s))$, where $\chi$ is the kernel, and the vanishing for every list of length at least two. Together with the observed position, such a list makes three or more positions. `squared_position_response` gives the contrasting kernel for the list `[r, s]`.

The model is one undamped mode. Anharmonic terms, couplings nonlinear in $x$ and floating-point error are not covered.

## How the proof runs, and the list induction it turns on

`comm_linear` is the bilinear expansion, and `comm_position` adds the sine subtraction formula. In `heisenberg_equation`, `hx` and `hp` are the two equations of motion; the derivatives of cosine and sine are then matched with them. The response theorems insert the commutators into the kernel, and `linear_combination` settles the remaining powers of $i$ and factors of $mw$. For the squared position, `hsq` is the product rule.

The all-orders statement rests on the recursion in `nestedComm`. The head of the list is the outermost commutator, so induction on the list removes commutators from the outside. The claim is false for short lists, however, and the length condition `hl` therefore becomes a premise of the induction hypothesis `ih`.

The pattern `rcases l with _ | ⟨r, _ | ⟨q, l⟩⟩` splits the tail to match:

- An empty tail leaves one interaction time and contradicts `hl`.
- A tail with one entry is the base case $[X(s),[X(r),X(t)]]$, where `comm_position` turns the inner commutator into a number.
- A tail with at least two entries meets the premise of `ih`, so the inner expression is already zero.

In the last two cases `change` displays the outer commutator explicitly, which Lean accepts because the recursion unfolds to it by definition. The physics enters only in the base case.
